# The p-wave phase shift of a hard core is cubic in k at low energy

A particle with angular momentum $l=1$ and wave number $k$ scatters from an impenetrable sphere of radius $R$. Outside the sphere it is free, and its reduced radial function $u(r)$, which is $r$ times the radial wavefunction, must vanish at $r=R$. The phase shift $\delta$ measures how far the core displaces the wave, and it depends on $k$ and $R$ only through $x=kR$.

## The wave and its phase

In Lean 4 with Mathlib:

```lean
import Mathlib

open Filter Topology

namespace HardCorePWave

noncomputable section

/-- The reduced radial p-wave with wave number `k` and phase shift `δ`, for `k * r ≠ 0`. -/
def pWave (k δ r : ℝ) : ℝ :=
  Real.sin (k * r + δ) / (k * r) - Real.cos (k * r + δ)
```

This is $u(r)=\sin(kr+\delta)/(kr)-\cos(kr+\delta)$, unnormalised, with all arguments real. At large $r$ it becomes $\sin(kr-\pi/2+\delta)$, the usual phase convention for $l=1$.

```lean
/-- The radial slope of the p-wave, for `k ≠ 0` and `r ≠ 0`. -/
def pWaveSlope (k δ r : ℝ) : ℝ :=
  Real.cos (k * r + δ) / r - Real.sin (k * r + δ) / (k * r ^ 2) + k * Real.sin (k * r + δ)
```

This is the candidate for $u'(r)$; so far it is only a formula.

```lean
/-- The hard-core p-wave phase shift as a function of `x = k R`. -/
def hardCorePhase (x : ℝ) : ℝ := Real.arctan x - x
```

The candidate phase is $\arctan x-x$. Its link to the wall is proved below.

```lean
/-- The `l = 1` partial cross section `12 π sin² δ / k²`, for `k ≠ 0`. -/
def pCrossSection (k δ : ℝ) : ℝ := 12 * Real.pi * Real.sin δ ^ 2 / k ^ 2
```

This is the partial cross section $4\pi(2l+1)\sin^2\delta/k^2$ at $l=1$.

```lean
/-- For `k ≠ 0` and `r ≠ 0` the p-wave solves the free radial equation with the `l = 1`
centrifugal term, `u'' = (2 / r² - k²) u`. -/
theorem pWave_radial_equation {k r : ℝ} (δ : ℝ) (hk : k ≠ 0) (hr : r ≠ 0) :
    HasDerivAt (pWave k δ) (pWaveSlope k δ r) r ∧
      HasDerivAt (pWaveSlope k δ) ((2 / r ^ 2 - k ^ 2) * pWave k δ r) r := by
  have hm : HasDerivAt (fun s : ℝ => k * s) k r :=
    ((hasDerivAt_id' r).const_mul k).congr_deriv (mul_one k)
  have hl : HasDerivAt (fun s : ℝ => k * s + δ) k r := hm.add_const δ
  have hs : HasDerivAt (fun s : ℝ => Real.sin (k * s + δ)) (Real.cos (k * r + δ) * k) r :=
    hl.sin
  have hc : HasDerivAt (fun s : ℝ => Real.cos (k * s + δ)) (-Real.sin (k * r + δ) * k) r :=
    hl.cos
  have hq : HasDerivAt (fun s : ℝ => k * s ^ 2) (k * (2 * r)) r :=
    ((hasDerivAt_pow 2 r).const_mul k).congr_deriv (by push_cast; ring)
  constructor
  · refine ((hs.fun_div hm (mul_ne_zero hk hr)).fun_sub hc).congr_deriv ?_
    simp only [pWaveSlope]
    field_simp
    ring
  · refine (((hc.fun_div (hasDerivAt_id' r) hr).fun_sub
      (hs.fun_div hq (mul_ne_zero hk (pow_ne_zero 2 hr)))).fun_add
      (hs.const_mul k)).congr_deriv ?_
    simp only [pWave]
    field_simp
    ring
```

`HasDerivAt f a r` says that $f$ has derivative $a$ at $r$. The theorem therefore states $u''=(2/r^2-k^2)u$, where $2=l(l+1)$. With $\theta=kr+\delta$,

$$u'=\frac{\cos\theta}{r}-\frac{\sin\theta}{kr^2}+k\sin\theta,$$

$$u''=-\frac{k\sin\theta}{r}-\frac{2\cos\theta}{r^2}+\frac{2\sin\theta}{kr^3}+k^2\cos\theta=\Big(\frac{2}{r^2}-k^2\Big)u.$$

The `have` lines differentiate the parts. `field_simp` and `ring` then check the algebra.

## The condition at the wall

```lean
/-- For `k R ≠ 0` the value of the p-wave at `R`, times `k R cos (arctan (k R))`, is the sine
of the difference between its phase shift and the hard-core phase. -/
theorem pWave_boundary_value {k R : ℝ} (δ : ℝ) (hx : k * R ≠ 0) :
    pWave k δ R * (k * R * Real.cos (Real.arctan (k * R))) =
      Real.sin (δ - hardCorePhase (k * R)) := by
  have ht : Real.sin (Real.arctan (k * R)) = k * R * Real.cos (Real.arctan (k * R)) := by
    have h := Real.tan_arctan (k * R)
    rw [Real.tan_eq_sin_div_cos, div_eq_iff (Real.cos_arctan_pos (k * R)).ne'] at h
    exact h
  have e : δ - hardCorePhase (k * R) = (k * R + δ) - Real.arctan (k * R) := by
    unfold hardCorePhase
    ring
  have hd : Real.sin (k * R + δ) / (k * R) * (k * R) = Real.sin (k * R + δ) :=
    div_mul_cancel₀ _ hx
  rw [e, Real.sin_sub, ht]
  unfold pWave
  linear_combination Real.cos (Real.arctan (k * R)) * hd
```

Put $a=\arctan x$. Since $\tan a=x$, we have $\sin a=x\cos a$, which is `ht`. The addition formula gives

$$\sin(x+\delta-a)=\sin(x+\delta)\cos a-\cos(x+\delta)\,x\cos a=x\cos a\;u(R),$$

and the left side is $\sin(\delta-(\arctan x-x))$.

```lean
/-- For `k R ≠ 0` the p-wave vanishes at `R` exactly when its phase shift is the hard-core
phase up to an integer multiple of `π`. -/
theorem pWave_eq_zero_iff {k R : ℝ} (δ : ℝ) (hx : k * R ≠ 0) :
    pWave k δ R = 0 ↔ ∃ n : ℤ, δ = hardCorePhase (k * R) + n * Real.pi := by
  have hne : k * R * Real.cos (Real.arctan (k * R)) ≠ 0 :=
    mul_ne_zero hx (Real.cos_arctan_pos (k * R)).ne'
  have hb := pWave_boundary_value δ hx
  constructor
  · intro h
    rw [h, zero_mul] at hb
    obtain ⟨n, hn⟩ := Real.sin_eq_zero_iff.1 hb.symm
    exact ⟨n, by linarith⟩
  · rintro ⟨n, hn⟩
    have h0 : Real.sin (δ - hardCorePhase (k * R)) = 0 :=
      Real.sin_eq_zero_iff.2 ⟨n, by linarith⟩
    rw [h0] at hb
    exact (mul_eq_zero.1 hb).resolve_right hne
```

Because $\cos a>0$ and $x\neq0$, $u(R)=0$ exactly when that sine vanishes, so $\delta=\arctan x-x+n\pi$ with $n$ an integer. Adding $\pi$ only flips the sign of $u$. The choice $n=0$ is the branch that goes to zero with $x$.

## Bounds from the slope

```lean
/-- The hard-core phase changes with `x = k R` at the rate `-x² / (1 + x²)`. -/
theorem hasDerivAt_hardCorePhase (x : ℝ) :
    HasDerivAt hardCorePhase (-(x ^ 2 / (1 + x ^ 2))) x := by
  have h : 1 + x ^ 2 ≠ 0 := by positivity
  exact ((Real.hasDerivAt_arctan x).fun_sub (hasDerivAt_id' x)).congr_deriv
    (by linear_combination mul_inv_cancel₀ h)
```

By hand, $1/(1+x^2)-1=-x^2/(1+x^2)$.

```lean
/-- A differentiable function that starts from zero at the origin and has positive slope
at every positive argument is positive there. -/
theorem pos_of_slope_pos (f g : ℝ → ℝ) (h0 : f 0 = 0) (hd : ∀ t, HasDerivAt f (g t) t)
    (hg : ∀ t, 0 < t → 0 < g t) {x : ℝ} (hx : 0 < x) : 0 < f x := by
  obtain ⟨c, hc, h⟩ := exists_hasDerivAt_eq_slope f g hx
    (fun t _ => (hd t).continuousAt.continuousWithinAt) (fun t _ => hd t)
  rw [h0, sub_zero, sub_zero, eq_div_iff hx.ne'] at h
  rw [← h]
  exact mul_pos (hg c hc.1) hx
```

If $f(0)=0$ and $f'=g>0$ at positive arguments, then $f(x)>0$ for $x>0$. The Mathlib device here is `exists_hasDerivAt_eq_slope`, the mean value theorem. From continuity on $[0,x]$ and a derivative inside, it supplies a point $c$ with $0<c<x$ and $g(c)=(f(x)-f(0))/(x-0)$. `obtain` names the point and its two properties, and the rewriting turns the equation into $f(x)=g(c)\,x$, a product of positive numbers. Since `HasDerivAt` carries the derivative as an explicit formula, each later use supplies a formula $g$, checks that it is the derivative and that $f(0)=0$, and reads off that $g$ is positive at positive arguments.

```lean
/-- For `x > 0` the hard-core phase is negative, lies above `-x³/3`, and lies below
`-x³/3 + x⁵/5`. -/
theorem hardCorePhase_bounds {x : ℝ} (hx : 0 < x) :
    -x ^ 3 / 3 < hardCorePhase x ∧ hardCorePhase x < 0 ∧
      hardCorePhase x < -x ^ 3 / 3 + x ^ 5 / 5 := by
  have hne : ∀ t : ℝ, 1 + t ^ 2 ≠ 0 := fun t => by positivity
  have h3 : ∀ t : ℝ, HasDerivAt (fun s : ℝ => s ^ 3 / 3) (t ^ 2) t := fun t =>
    ((hasDerivAt_pow 3 t).div_const 3).congr_deriv (by push_cast; ring)
  have h5 : ∀ t : ℝ, HasDerivAt (fun s : ℝ => s ^ 5 / 5) (t ^ 4) t := fun t =>
    ((hasDerivAt_pow 5 t).div_const 5).congr_deriv (by push_cast; ring)
  -- each function vanishes at the origin and has positive slope at positive arguments
  have lower : 0 < hardCorePhase x + x ^ 3 / 3 :=
    pos_of_slope_pos (fun t => hardCorePhase t + t ^ 3 / 3) (fun t => t ^ 4 / (1 + t ^ 2))
      (by simp [hardCorePhase])
      (fun t => ((hasDerivAt_hardCorePhase t).fun_add (h3 t)).congr_deriv
        (by linear_combination (-t ^ 2) * mul_inv_cancel₀ (hne t)))
      (fun t ht => by positivity) hx
  have negative : 0 < -hardCorePhase x :=
    pos_of_slope_pos (fun t => -hardCorePhase t) (fun t => t ^ 2 / (1 + t ^ 2))
      (by simp [hardCorePhase])
      (fun t => (hasDerivAt_hardCorePhase t).fun_neg.congr_deriv (by ring))
      (fun t ht => by positivity) hx
  have upper : 0 < x ^ 5 / 5 - x ^ 3 / 3 - hardCorePhase x :=
    pos_of_slope_pos (fun t => t ^ 5 / 5 - t ^ 3 / 3 - hardCorePhase t)
      (fun t => t ^ 6 / (1 + t ^ 2)) (by simp [hardCorePhase])
      (fun t => (((h5 t).fun_sub (h3 t)).fun_sub (hasDerivAt_hardCorePhase t)).congr_deriv
        (by linear_combination (t ^ 2 - t ^ 4) * mul_inv_cancel₀ (hne t)))
      (fun t ht => by positivity) hx
  exact ⟨by linarith, by linarith, by linarith⟩
```

Write $\delta(x)=\arctan x-x$. Three functions vanish at $0$ and have positive slopes for $x>0$:

| Function | Slope |
|---|---|
| $\delta+x^3/3$ | $x^4/(1+x^2)$ |
| $-\delta$ | $x^2/(1+x^2)$ |
| $x^5/5-x^3/3-\delta$ | $x^6/(1+x^2)$ |

Hence $-x^3/3<\delta<0$ and $\delta<-x^3/3+x^5/5$. The blocks `lower`, `negative` and `upper` are these rows.

## The cubic law and its consequences

```lean
/-- The hard-core p-wave phase is cubic at low energy: for `k, R > 0` the p-wave with the hard-core
phase vanishes at `R`, this phase lies between `-(k R)³/3` and zero, and its ratio to `x³` tends to
`-1/3` as `x = k R` tends to zero from above. -/
theorem hardCore_pWave_cubic :
    (∀ k R : ℝ, 0 < k → 0 < R → pWave k (hardCorePhase (k * R)) R = 0 ∧
      -(k * R) ^ 3 / 3 < hardCorePhase (k * R) ∧ hardCorePhase (k * R) < 0) ∧
    Tendsto (fun x => hardCorePhase x / x ^ 3) (𝓝[>] 0) (𝓝 (-1 / 3)) := by
  constructor
  · intro k R hk hR
    have hx : 0 < k * R := mul_pos hk hR
    have hb := hardCorePhase_bounds hx
    exact ⟨(pWave_eq_zero_iff _ hx.ne').2 ⟨0, by simp⟩, hb.1, hb.2.1⟩
  · -- squeeze between -1/3 and -1/3 + x²/5
    have hc : Continuous (fun x : ℝ => -1 / 3 + x ^ 2 / 5) := by fun_prop
    have hup : Tendsto (fun x : ℝ => -1 / 3 + x ^ 2 / 5) (𝓝[>] 0) (𝓝 (-1 / 3)) :=
      (hc.tendsto' 0 (-1 / 3) (by norm_num)).mono_left nhdsWithin_le_nhds
    refine tendsto_of_tendsto_of_tendsto_of_le_of_le' tendsto_const_nhds hup ?_ ?_
    · filter_upwards [self_mem_nhdsWithin] with x hx
      have hx' : 0 < x := hx
      rw [le_div_iff₀ (by positivity)]
      linarith [(hardCorePhase_bounds hx').1]
    · filter_upwards [self_mem_nhdsWithin] with x hx
      have hx' : 0 < x := hx
      rw [div_le_iff₀ (by positivity)]
      linarith [(hardCorePhase_bounds hx').2.2]
```

The first part combines the wall condition at $n=0$ with the bounds, for all $k,R>0$. In the second, `𝓝[>] 0` means that $x$ approaches zero from above. Dividing the bounds by $x^3>0$ gives

$$-\tfrac13<\frac{\delta}{x^3}<-\tfrac13+\frac{x^2}{5},$$

and squeezing gives the limit $-1/3$. At fixed $R$, the phase is therefore $-k^3R^3/3$ to leading order.

```lean
/-- The ratio of the hard-core p-wave phase to the hard-core s-wave phase `-x`, divided by `x²`,
tends to `1/3` as `x = k R` tends to zero from above. -/
theorem p_to_s_phase_ratio :
    Tendsto (fun x => hardCorePhase x / (-x) / x ^ 2) (𝓝[>] 0) (𝓝 (1 / 3)) := by
  rw [show (1 / 3 : ℝ) = -(-1 / 3) by norm_num]
  refine hardCore_pWave_cubic.2.neg.congr (fun x => ?_)
  show -(hardCorePhase x / x ^ 3) = hardCorePhase x / (-x) / x ^ 2
  ring
```

For the s-wave, $\sin(kR+\delta_0)=0$ gives $\delta_0=-x$ by hand, on the branch that goes to zero with $x$; the theorem takes this expression as given. Then $\delta/(-x)/x^2=-\delta/x^3\to1/3$, so for small $x$ the p phase is about $x^2/3$ times the s phase.

```lean
/-- For `k, R > 0` the p-wave cross section of a hard core of radius `R` is
smaller than `(4 π / 3) k⁴ R⁶`. -/
theorem hardCore_pCrossSection_lt {k R : ℝ} (hk : 0 < k) (hR : 0 < R) :
    pCrossSection k (hardCorePhase (k * R)) < 4 * Real.pi / 3 * k ^ 4 * R ^ 6 := by
  have hx : 0 < k * R := mul_pos hk hR
  obtain ⟨h1, h2, -⟩ := hardCorePhase_bounds hx
  have hpos : 0 < (k * R) ^ 3 := by positivity
  unfold pCrossSection
  generalize hardCorePhase (k * R) = d at h1 h2 ⊢
  -- sin² d ≤ d², from the quadratic lower bound on cos (2 d)
  have hsin : Real.sin d ^ 2 ≤ d ^ 2 := by
    have h := Real.one_sub_sq_div_two_le_cos (x := 2 * d)
    rw [Real.cos_two_mul] at h
    linarith [Real.sin_sq_add_cos_sq d]
  have hd : d ^ 2 < ((k * R) ^ 3 / 3) ^ 2 := sq_lt_sq' (by linarith) (by linarith)
  have hpi := Real.pi_pos
  rw [div_lt_iff₀ (by positivity)]
  calc 12 * Real.pi * Real.sin d ^ 2
      < 12 * Real.pi * ((k * R) ^ 3 / 3) ^ 2 :=
        mul_lt_mul_of_pos_left (hsin.trans_lt hd) (by positivity)
    _ = 4 * Real.pi / 3 * k ^ 4 * R ^ 6 * k ^ 2 := by ring

end

end HardCorePWave
```

From $1-2\sin^2\delta=\cos2\delta\ge1-2\delta^2$ follows $\sin^2\delta\le\delta^2$, and the bounds give $\delta^2<x^6/9$. Thus

$$\frac{12\pi\sin^2\delta}{k^2}<\frac{12\pi}{k^2}\,\frac{k^6R^6}{9}=\frac{4\pi}{3}k^4R^6.$$

Norm-conserving pseudopotentials are built to reproduce an atom's scattering in selected $l$ channels near chosen energies; this one-parameter core, with no attraction and no Coulomb tail, shows how weakly a hard core scatters in the p channel at low energy. An electron outside an isolated positive ion is not free, because it feels the Coulomb tail at every distance, so the cubic law does not carry over to it.

```lean
#print axioms HardCorePWave.pWave_radial_equation
#print axioms HardCorePWave.hardCore_pWave_cubic
#print axioms HardCorePWave.p_to_s_phase_ratio
#print axioms HardCorePWave.hardCore_pCrossSection_lt
```

```
'HardCorePWave.pWave_radial_equation' depends on axioms: [propext, Classical.choice, Quot.sound]
'HardCorePWave.hardCore_pWave_cubic' depends on axioms: [propext, Classical.choice, Quot.sound]
'HardCorePWave.p_to_s_phase_ratio' depends on axioms: [propext, Classical.choice, Quot.sound]
'HardCorePWave.hardCore_pCrossSection_lt' depends on axioms: [propext, Classical.choice, Quot.sound]
```
